# Leading 1/Z corrections to the Green's functions of a non-interacting Bethe lattice above its band

An electron hops on an infinite tree in which every site has $Z$ neighbours. To embed one site, we treat the rest of the tree as a bath. The bath consists of $Z$ branches, and the first site of each branch has lost one neighbour, namely the embedded site itself. Its Green's function, the cavity function, therefore differs from that of a site in the full lattice. At infinite coordination the two agree, and the bath can be built from the site's own Green's function. At large finite $Z$ the question is how far apart they are.

Let the on-site energy be zero and the hopping $t/\sqrt Z$, with $t>0$. This scaling keeps the total squared coupling of a site to its neighbours at $t^2$. We work at a real energy $E>2t$, above the band for every $Z\ge2$.

```lean
import Mathlib

open Filter Topology

namespace BetheLatticeCoordination

noncomputable section
```

## One branch function for every coupling

A cavity site has $Z-1$ onward neighbours, each the root of an identical branch. Its Green's function $g_Z$ and that of a full lattice site, $G_Z$, satisfy

$$g_Z=\frac{1}{E-\frac{Z-1}{Z}t^2g_Z},\qquad G_Z=\frac{1}{E-t^2g_Z}.$$

The first equation is a quadratic, $s\,g^2-Eg+1=0$, with squared coupling $s=(1-1/Z)t^2$. Of its roots $(E\pm r)/(2s)$, where $r=\sqrt{E^2-4s}$, the physical one behaves as $1/E$ at large energy. That is the smaller root, and since $(E-r)(E+r)=4s$ it equals $2/(E+r)$.

```lean
/-- The branch `2 / (E + √(E² - 4s))` of the Green's function at energy `E` for squared
coupling `s`, used for `E > 0` and `4s < E²`. -/
def greenBranch (E s : ℝ) : ℝ := 2 / (E + √(E ^ 2 - 4 * s))
```

This form is also the one to use in code: for $4s\ll E^2$ it avoids the cancellation in $E-r$.

The cavity function inserts the reduced coupling. Here `Z` is a natural number, converted to a real where it enters the formula.

```lean
/-- Cavity Green's function of a Bethe lattice with coordination number `Z ≥ 2` and hopping `t/√Z`:
one neighbour is removed, so the squared coupling is `(1 - 1/Z) t²`. Used for `E > 2t > 0`. -/
def cavityGreen (t E : ℝ) (Z : ℕ) : ℝ := greenBranch E ((1 - 1 / (Z : ℝ)) * t ^ 2)
```

The lattice function is defined by its Dyson formula.

```lean
/-- Local Green's function of the full lattice, a site coupled to `Z` cavity sites; used for
`Z ≥ 2` and `E > 2t > 0`, where the denominator is positive. -/
def latticeGreen (t E : ℝ) (Z : ℕ) : ℝ := 1 / (E - t ^ 2 * cavityGreen t E Z)
```

At infinite coordination the missing neighbour has no weight, so $s=t^2$. The resulting function $G$ satisfies $G=1/(E-t^2G)$.

```lean
/-- The Green's function at infinite coordination, with squared coupling `t²`, used for
`E > 2t > 0`. -/
def limitGreen (t E : ℝ) : ℝ := greenBranch E (t ^ 2)
```

These definitions take the two Dyson equations as the starting point; the Hamiltonian on the infinite tree is not constructed. Interactions and energies inside the band, where the Green's function is complex, are not treated.

## The decaying root and its self-energy

For $E>0$ the denominator $E+r$ is positive, and so is the branch.

```lean
/-- For `E > 0` and every real `s`, the expression `greenBranch E s` is positive. -/
theorem greenBranch_pos {E : ℝ} (hE : 0 < E) (s : ℝ) : 0 < greenBranch E s :=
  div_pos two_pos (add_pos_of_pos_of_nonneg hE (Real.sqrt_nonneg _))
```

In the next theorem, `IsLeast` says two things: the branch solves the quadratic, and no real solution is smaller. For the second part, complete the square. Any root $x$ has $(2sx-E)^2=r^2$, so $2sx\ge E-r$. Multiplying by $E+r$ gives $2s\,x(E+r)\ge4s$, hence $x\ge2/(E+r)$. The proof follows these steps, with `hsq` the completed square and `hlow` the lower bound.

```lean
/-- For `E > 0`, `s > 0` and `4s < E²`, the branch is the smaller root of
`s x² - E x + 1 = 0`. -/
theorem greenBranch_isLeast {E s : ℝ} (hE : 0 < E) (hs : 0 < s) (h : 4 * s < E ^ 2) :
    IsLeast {x : ℝ | s * x ^ 2 - E * x + 1 = 0} (greenBranch E s) := by
  have hr : √(E ^ 2 - 4 * s) ^ 2 = E ^ 2 - 4 * s := Real.sq_sqrt (by linarith)
  have hr0 : 0 ≤ √(E ^ 2 - 4 * s) := Real.sqrt_nonneg _
  unfold greenBranch
  generalize √(E ^ 2 - 4 * s) = r at hr hr0 ⊢
  have hd : 0 < E + r := by linarith
  constructor
  · have hq : (E + r) * (2 / (E + r)) = 2 := mul_div_cancel₀ 2 hd.ne'
    change s * (2 / (E + r)) ^ 2 - E * (2 / (E + r)) + 1 = 0
    generalize 2 / (E + r) = q at hq ⊢
    linear_combination q ^ 2 / 4 * hr + ((E - r) * q / 4 - 1 / 2) * hq
  · intro x hx
    change s * x ^ 2 - E * x + 1 = 0 at hx
    -- completing the square: every root has `2 s x - E = ± r`
    have hsq : (2 * s * x - E) ^ 2 = r ^ 2 := by linear_combination 4 * s * hx - hr
    have hlow : E - r ≤ 2 * s * x := by
      by_contra hc
      have hc' : r < E - 2 * s * x := by linarith [not_le.mp hc]
      nlinarith
    rw [div_le_iff₀ hd]
    have hm := mul_le_mul_of_nonneg_right hlow hd.le
    have h2 : (2 * s) * 2 ≤ (2 * s) * (x * (E + r)) := by nlinarith
    exact le_of_mul_le_mul_left h2 (by linarith)
```

The denominators that appear later require a bound on $t^2g$, where $g$ is the branch. Since $r>0$, we have $Eg=2E/(E+r)<2$. Therefore $E\cdot2t^2g<4t^2<E^2$, and division by $E$ gives $2t^2g<E$.

```lean
/-- For `E > 2t > 0` and `4s < E²`, the self-energy `t² g` made from the branch `g` stays
below half the energy. -/
theorem selfEnergy_lt {t E s : ℝ} (ht : 0 < t) (hE : 2 * t < E) (h : 4 * s < E ^ 2) :
    2 * t ^ 2 * greenBranch E s < E := by
  have hE0 : 0 < E := by linarith
  have hr : 0 < √(E ^ 2 - 4 * s) := Real.sqrt_pos.mpr (by linarith)
  have hg : E * greenBranch E s < 2 := by
    unfold greenBranch
    rw [← mul_div_assoc, div_lt_iff₀ (by linarith)]
    linarith
  have h1 := mul_lt_mul_of_pos_left hg (pow_pos ht 2)
  have h2 : E * (2 * t ^ 2 * greenBranch E s) < E * E := by nlinarith
  exact lt_of_mul_lt_mul_left h2 hE0.le
```

Both results apply to the cavity, because $0<1/Z\le1/2$ gives $0<(1-1/Z)t^2$ and $4(1-1/Z)t^2<4t^2<E^2$.

```lean
/-- For `Z ≥ 2` and `E > 2t > 0`, the squared cavity coupling is positive and the energy lies
above the corresponding band edge. -/
theorem coupling_bounds {t E : ℝ} {Z : ℕ} (ht : 0 < t) (hE : 2 * t < E) (hZ : 2 ≤ Z) :
    0 < (1 - 1 / (Z : ℝ)) * t ^ 2 ∧ 4 * ((1 - 1 / (Z : ℝ)) * t ^ 2) < E ^ 2 := by
  have h2 : (2 : ℝ) ≤ Z := by exact_mod_cast hZ
  have hi : 1 / (Z : ℝ) ≤ 1 / 2 := one_div_le_one_div_of_le two_pos h2
  have hp : 0 < 1 / (Z : ℝ) := one_div_pos.mpr (by linarith)
  have h4 : 4 * t ^ 2 < E ^ 2 := by nlinarith
  have hm := mul_pos hp (pow_pos ht 2)
  exact ⟨mul_pos (by linarith) (pow_pos ht 2), by linarith⟩
```

## The weight of one missing neighbour

The reciprocals of the two Dyson equations differ by a single neighbour:

$$\frac1{g_Z}-\frac1{G_Z}=\frac{t^2g_Z}{Z}.$$

Multiplication by $Z\,g_ZG_Z$ gives an identity that is exact at every $Z\ge2$:

$$Z(G_Z-g_Z)=t^2g_Z^2G_Z.$$

The proof uses the same subtraction without dividing by $g_Z$. It first obtains $Z\bigl(1-g_Z(E-t^2g_Z)\bigr)=t^2g_Z^2$ from the quadratic, then multiplies by $G_Z$.

```lean
/-- For `Z ≥ 2` and `E > 2t > 0`, lattice and cavity functions obey the exact relation
`Z (G_Z - g_Z) = t² g_Z² G_Z`. -/
theorem lattice_sub_cavity {t E : ℝ} {Z : ℕ} (ht : 0 < t) (hE : 2 * t < E) (hZ : 2 ≤ Z) :
    (Z : ℝ) * (latticeGreen t E Z - cavityGreen t E Z)
      = t ^ 2 * cavityGreen t E Z ^ 2 * latticeGreen t E Z := by
  obtain ⟨hs, hb⟩ := coupling_bounds ht hE hZ
  have hroot : (1 - 1 / (Z : ℝ)) * t ^ 2 * cavityGreen t E Z ^ 2
      - E * cavityGreen t E Z + 1 = 0 := (greenBranch_isLeast (by linarith) hs hb).1
  have hS : 2 * t ^ 2 * cavityGreen t E Z < E := selfEnergy_lt ht hE hb
  have hZi : (Z : ℝ) * (1 / (Z : ℝ)) = 1 :=
    mul_one_div_cancel (Nat.cast_ne_zero.mpr (by omega))
  have hL : (E - t ^ 2 * cavityGreen t E Z) * latticeGreen t E Z = 1 :=
    mul_one_div_cancel (ne_of_gt (by linarith))
  generalize latticeGreen t E Z = L at hL ⊢
  generalize cavityGreen t E Z = g at hroot hL ⊢
  -- the two Dyson equations differ by one neighbour, of weight `t²/Z`
  have h : (Z : ℝ) * (1 - g * (E - t ^ 2 * g)) = t ^ 2 * g ^ 2 := by
    linear_combination (Z : ℝ) * hroot + t ^ 2 * g ^ 2 * hZi
  linear_combination L * h + (Z : ℝ) * g * hL
```

The smallest case, $Z=2$, is an infinite chain with hopping $t/\sqrt2$, for which $G_2=1/\sqrt{E^2-2t^2}$. With $t=4$ and $E=9$ this gives $g_2=1/8$ and $G_2=1/7$, and both sides of the identity equal $1/28$.

## The distance to infinite coordination

The quadratics for $g_Z$ and $G$ can be written

$$t^2g_Z^2-Eg_Z+1=\frac{t^2g_Z^2}{Z},\qquad t^2G^2-EG+1=0.$$

Subtracting and factoring out $g_Z-G$ gives

$$Z(g_Z-G)=-\frac{t^2g_Z^2}{E-t^2(g_Z+G)}.$$

The denominator is positive: add the bounds $2t^2g_Z<E$ and $2t^2G<E$ and halve the result. In the proof these are `hS` and `hT`, and `linear_combination` carries out the subtraction.

```lean
/-- For `Z ≥ 2` and `E > 2t > 0`, the deviation of the cavity function from its value `G` at
infinite coordination is exactly `Z (g_Z - G) = -t² g_Z² / (E - t² (g_Z + G))`. -/
theorem cavity_sub_limit {t E : ℝ} {Z : ℕ} (ht : 0 < t) (hE : 2 * t < E) (hZ : 2 ≤ Z) :
    (Z : ℝ) * (cavityGreen t E Z - limitGreen t E)
      = -(t ^ 2 * cavityGreen t E Z ^ 2)
        / (E - t ^ 2 * (cavityGreen t E Z + limitGreen t E)) := by
  obtain ⟨hs, hb⟩ := coupling_bounds ht hE hZ
  have h4 : 4 * t ^ 2 < E ^ 2 := by nlinarith
  have hroot : (1 - 1 / (Z : ℝ)) * t ^ 2 * cavityGreen t E Z ^ 2
      - E * cavityGreen t E Z + 1 = 0 := (greenBranch_isLeast (by linarith) hs hb).1
  have hR : t ^ 2 * limitGreen t E ^ 2 - E * limitGreen t E + 1 = 0 :=
    (greenBranch_isLeast (by linarith) (pow_pos ht 2) h4).1
  have hS : 2 * t ^ 2 * cavityGreen t E Z < E := selfEnergy_lt ht hE hb
  have hT : 2 * t ^ 2 * limitGreen t E < E := selfEnergy_lt ht hE h4
  have hZi : (Z : ℝ) * (1 / (Z : ℝ)) = 1 :=
    mul_one_div_cancel (Nat.cast_ne_zero.mpr (by omega))
  rw [eq_div_iff (ne_of_gt (by linarith))]
  linear_combination -(Z : ℝ) * hroot + (Z : ℝ) * hR - t ^ 2 * cavityGreen t E Z ^ 2 * hZi
```

To take limits we need $g_Z\to G$. Put $u=1/Z$. The function $2/\bigl(E+\sqrt{E^2-4(1-u)t^2}\bigr)$ is continuous at $u=0$, because its denominator is at least $E>0$. Composing it with $1/Z\to0$ gives the limit. The theorem assumes only $E>0$, since Lean's square root of a negative number is zero; its reading as a statement about Green's functions still requires an energy above the band.

```lean
/-- For `E > 0` the expression `cavityGreen t E Z` tends to `limitGreen t E` as `Z → ∞`. When
`E > 2t > 0`, these are the cavity and infinite-coordination Green's functions. -/
theorem cavity_tendsto (t : ℝ) {E : ℝ} (hE : 0 < E) :
    Tendsto (cavityGreen t E) atTop (𝓝 (limitGreen t E)) := by
  have hc : ContinuousAt (fun u : ℝ => greenBranch E ((1 - u) * t ^ 2)) 0 := by
    unfold greenBranch
    refine ContinuousAt.div continuousAt_const (by fun_prop) ?_
    exact ne_of_gt (add_pos_of_pos_of_nonneg hE (Real.sqrt_nonneg _))
  have hF : Tendsto (fun u : ℝ => greenBranch E ((1 - u) * t ^ 2)) (𝓝 0)
      (𝓝 (greenBranch E (t ^ 2))) := by
    simpa only [sub_zero, one_mul] using hc.tendsto
  exact hF.comp tendsto_one_div_atTop_nhds_zero_nat
```

## The cavity–lattice difference at order 1/Z

Since $g_Z\to G$, the Dyson formula gives $G_Z\to1/(E-t^2G)=G$. The right-hand side of the exact identity then converges:

$$Z(G_Z-g_Z)=t^2g_Z^2G_Z\longrightarrow t^2G^3.$$

In Lean, `Tendsto … atTop (𝓝 …)` expresses this limit as $Z\to\infty$ through the natural numbers. The intermediate limit $G_Z\to G$ is `hL`. The identity is needed only for $Z\ge2$, which `filter_upwards` supplies.

```lean
/-- For `E > 2t > 0`, the lattice and cavity functions differ at order `1/Z`, with
`Z (G_Z - g_Z) → t² G³`. -/
theorem lattice_cavity_correction {t E : ℝ} (ht : 0 < t) (hE : 2 * t < E) :
    Tendsto (fun Z : ℕ => (Z : ℝ) * (latticeGreen t E Z - cavityGreen t E Z)) atTop
      (𝓝 (t ^ 2 * limitGreen t E ^ 3)) := by
  have h4 : 4 * t ^ 2 < E ^ 2 := by nlinarith
  have hg := cavity_tendsto t (E := E) (by linarith)
  have hG : 0 < limitGreen t E := greenBranch_pos (by linarith) _
  have hR : t ^ 2 * limitGreen t E ^ 2 - E * limitGreen t E + 1 = 0 :=
    (greenBranch_isLeast (by linarith) (pow_pos ht 2) h4).1
  have hT : 2 * t ^ 2 * limitGreen t E < E := selfEnergy_lt ht hE h4
  have hne : E - t ^ 2 * limitGreen t E ≠ 0 := ne_of_gt (by nlinarith [pow_pos ht 2])
  have hval : 1 / (E - t ^ 2 * limitGreen t E) = limitGreen t E := by
    rw [div_eq_iff hne]
    linear_combination hR
  have hL : Tendsto (latticeGreen t E) atTop (𝓝 (limitGreen t E)) := by
    have h := (tendsto_const_nhds (x := (1 : ℝ))).div
      ((tendsto_const_nhds (x := E)).sub (hg.const_mul (t ^ 2))) hne
    rw [hval] at h
    exact h
  have h := ((hg.pow 2).const_mul (t ^ 2)).mul hL
  have e : t ^ 2 * limitGreen t E ^ 3 = t ^ 2 * limitGreen t E ^ 2 * limitGreen t E := by ring
  rw [e]
  refine h.congr' ?_
  filter_upwards [eventually_ge_atTop 2] with Z hZ
  exact (lattice_sub_cavity ht hE hZ).symm
```

In dynamical mean-field theory on the Bethe lattice at infinite coordination, the bath enters through the hybridization function. In a phase without long-range order, this is $t^2$ times the local Green's function. Suppose the same rule is applied to the exact local function $G_Z$ of the non-interacting lattice at finite $Z$, above its band. It gives $t^2G_Z$, whereas the true hybridization function is $t^2g_Z$, so the rule overestimates it by $t^4G^3/Z$ to leading order.

## Corrections to each function separately

In the second exact identity the denominator tends to $E-2t^2G$. Multiplying by $G$ and using $EG=1+t^2G^2$ gives $G(E-2t^2G)=1-t^2G^2$, which is therefore positive. Hence

$$Z(g_Z-G)\longrightarrow-\frac{t^2G^3}{1-t^2G^2}.$$

The lattice correction is the sum of the two limits already found:

$$Z(G_Z-G)\longrightarrow t^2G^3-\frac{t^2G^3}{1-t^2G^2}=-\frac{t^4G^5}{1-t^2G^2}.$$

The proof has the same structure: `hcav` is the cavity limit, and the last line adds it to the previous theorem.

```lean
/-- For `E > 2t > 0`, the leading corrections to infinite coordination are
`Z (g_Z - G) → -t² G³ / (1 - t² G²)` for the cavity and
`Z (G_Z - G) → -t⁴ G⁵ / (1 - t² G²)` for the lattice. -/
theorem infinite_coordination_corrections {t E : ℝ} (ht : 0 < t) (hE : 2 * t < E) :
    Tendsto (fun Z : ℕ => (Z : ℝ) * (cavityGreen t E Z - limitGreen t E)) atTop
      (𝓝 (-(t ^ 2 * limitGreen t E ^ 3) / (1 - t ^ 2 * limitGreen t E ^ 2))) ∧
    Tendsto (fun Z : ℕ => (Z : ℝ) * (latticeGreen t E Z - limitGreen t E)) atTop
      (𝓝 (-(t ^ 4 * limitGreen t E ^ 5) / (1 - t ^ 2 * limitGreen t E ^ 2))) := by
  have h4 : 4 * t ^ 2 < E ^ 2 := by nlinarith
  have hg := cavity_tendsto t (E := E) (by linarith)
  have hG : 0 < limitGreen t E := greenBranch_pos (by linarith) _
  have hR : t ^ 2 * limitGreen t E ^ 2 - E * limitGreen t E + 1 = 0 :=
    (greenBranch_isLeast (by linarith) (pow_pos ht 2) h4).1
  have hT : 2 * t ^ 2 * limitGreen t E < E := selfEnergy_lt ht hE h4
  have hne : E - t ^ 2 * (limitGreen t E + limitGreen t E) ≠ 0 := ne_of_gt (by linarith)
  have hne' : 1 - t ^ 2 * limitGreen t E ^ 2 ≠ 0 :=
    ne_of_gt (by nlinarith [mul_pos hG (sub_pos.mpr hT)])
  have hcav : Tendsto (fun Z : ℕ => (Z : ℝ) * (cavityGreen t E Z - limitGreen t E)) atTop
      (𝓝 (-(t ^ 2 * limitGreen t E ^ 3) / (1 - t ^ 2 * limitGreen t E ^ 2))) := by
    have h := ((hg.pow 2).const_mul (t ^ 2)).neg.div
      ((tendsto_const_nhds (x := E)).sub ((hg.add_const (limitGreen t E)).const_mul (t ^ 2))) hne
    have e : -(t ^ 2 * limitGreen t E ^ 3) / (1 - t ^ 2 * limitGreen t E ^ 2)
        = -(t ^ 2 * limitGreen t E ^ 2)
          / (E - t ^ 2 * (limitGreen t E + limitGreen t E)) := by
      rw [div_eq_div_iff hne' hne]
      linear_combination t ^ 2 * limitGreen t E ^ 2 * hR
    rw [e]
    refine h.congr' ?_
    filter_upwards [eventually_ge_atTop 2] with Z hZ
    exact (cavity_sub_limit ht hE hZ).symm
  refine ⟨hcav, ?_⟩
  -- the lattice correction is the sum of the two corrections already found
  have e : (fun Z : ℕ => (Z : ℝ) * (latticeGreen t E Z - limitGreen t E))
      = fun Z : ℕ => (Z : ℝ) * (latticeGreen t E Z - cavityGreen t E Z)
        + (Z : ℝ) * (cavityGreen t E Z - limitGreen t E) := by
    funext Z
    ring
  have hval : t ^ 2 * limitGreen t E ^ 3
      + -(t ^ 2 * limitGreen t E ^ 3) / (1 - t ^ 2 * limitGreen t E ^ 2)
      = -(t ^ 4 * limitGreen t E ^ 5) / (1 - t ^ 2 * limitGreen t E ^ 2) := by
    rw [eq_div_iff hne', add_mul, div_mul_cancel₀ _ hne']
    ring
  rw [e, ← hval]
  exact (lattice_cavity_correction ht hE).add hcav

end

end BetheLatticeCoordination
```

The lattice correction is smaller than the cavity correction by the factor $t^2G^2<1$. At high energy, where $G\approx1/E$, the leading corrections to $G_Z$ and $g_Z$ are close to $-t^4/(ZE^5)$ and $-t^2/(ZE^3)$. Counting closed walks explains these powers. A lattice site has total squared coupling $t^2$ at every $Z$, so its first change appears in walks of four steps, whereas a cavity site already lacks a two-step walk of weight $t^2/Z$.

```lean
#print axioms BetheLatticeCoordination.lattice_cavity_correction
#print axioms BetheLatticeCoordination.infinite_coordination_corrections
```

```
'BetheLatticeCoordination.lattice_cavity_correction' depends on axioms: [propext, Classical.choice, Quot.sound]
'BetheLatticeCoordination.infinite_coordination_corrections' depends on axioms: [propext, Classical.choice, Quot.sound]
```
